# Each transition with a nonzero pair density lowers the RPA integrand of a positive semidefinite response matrix

## Response matrix and pair densities

Fix one imaginary frequency $i\omega$ and a finite basis for the response, for instance a set of plane waves. Let $\chi_0$ be the non-interacting density response and $v$ the Coulomb interaction, and set

$$A=-v^{1/2}\chi_0(i\omega)\,v^{1/2}.$$

The minus sign makes $A$ positive semidefinite. The RPA integrand is

$$F(A)=\log\det(1+A)-\operatorname{tr}A ,$$

and the RPA correlation energy is $\int_0^\infty \frac{d\omega}{2\pi}\,F(A(\omega))$.

For real orbitals without spin polarisation, a transition from an occupied to an empty state with energy difference $\Delta>0$ contributes $uu^\dagger$ to $A$, where

$$u_G=\sqrt{\frac{4\Delta}{\Delta^2+\omega^2}}\;v_G^{1/2}\,\rho_G .$$

Here $G$ labels plane waves, in which $v$ is diagonal with entries $v_G$, and $\rho_G$ is the plane-wave component of the pair density, with volume factors absorbed. In the PAW and ultrasoft methods $\rho_G$ includes the augmentation part. An added empty band brings one such vector for every occupied state.

The dagger is the conjugate transpose, so $u^\dagger w=\sum_G \overline{u_G}\,w_G$ and $(uu^\dagger)_{GG'}=u_G\overline{u_{G'}}$. Two numbers recur below: the bare weight $p=u^\dagger u$ and the screened weight $q=u^\dagger(1+A)^{-1}u$.

## The change caused by one transition

For positive semidefinite $A$ and any complex vector $u$,

$$F(A+uu^\dagger)-F(A)=\log(1+q)-p\;\le\;0,$$

with equality exactly when $u=0$. Consequently, if $A_N=\sum_{k<N}u_ku_k^\dagger$ is built from the first $N$ transitions, $F(A_N)$ never increases with $N$, and it decreases strictly at every step if all $u_k$ are nonzero.

For a finite response basis with fixed orbitals and orbital energies, this says that truncating the sum over empty bands leaves the RPA integrand too high or unchanged, never too low.

## The same statement in Lean

The index type `n` is the finite response basis, and a scaled pair density, the vector $u$ above, is a function `u : n → ℂ`. The integrand $F$ is `rpaIntegrand`, a real number formed from the real parts of the determinant and the trace. For positive semidefinite $A$ both quantities are real, so nothing is lost. `addTransition A u` is $A+uu^\dagger$, with `vecMulVec u (star u)` as the rank-one matrix, and `star u ⬝ᵥ w` is $u^\dagger w$. `bandSum u N` is $A_N$, with $k$ running from $0$ to $N-1$.

With `ComplexOrder` open, an inequality between complex numbers means that their imaginary parts agree and their real parts are ordered. Hence `0 ≤ z` also says that $z$ is real.

The theorem `rpaIntegrand_change` is the exact formula, `rpaIntegrand_addTransition_le` gives the sign and the equality case, and `rpaIntegrand_bandSum_antitone` treats the sum over transitions. The first two assume `A.PosSemidef`, which stands for the sign of the static or imaginary-frequency response: the induced density opposes the perturbation. The exact formula would already hold with $1+A$ positive definite, but the sign would not follow. For the one-by-one matrix $A=-1/2$ and $|u|^2=0.1$, the change is $\log 1.2-0.1>0$. The third theorem needs no such hypothesis, because a sum of terms $u_ku_k^\dagger$ is always positive semidefinite.

The theorems start from the vectors $u_k$. The rank-one form of the response, stated above for real orbitals, is an input. The frequency integral and the limit of an infinite basis do not enter, and there is no estimate of how fast the band sum converges. The sequence `u` is infinite; a finite list of transitions can be continued by zeros for the first half of the third theorem, while strict decrease along the list follows from the one-step theorem.

## Derivation

**Positivity.** For $z\neq0$ we have $z^\dagger(1+A)z=z^\dagger z+z^\dagger Az>0$. So $1+A$ is positive definite, its determinant $D$ is a positive real number, and it has an inverse.

**Bounds on the screened weight.** Put $x=(1+A)^{-1}u$, so that $u=x+Ax$ and $q=u^\dagger x$. Since $A^\dagger=A$,

$$q=(x+Ax)^\dagger x=x^\dagger x+x^\dagger Ax,$$

$$p=u^\dagger(x+Ax)=q+(x+Ax)^\dagger Ax=q+x^\dagger Ax+(Ax)^\dagger(Ax).$$

The numbers $x^\dagger x$, $x^\dagger Ax$ and $(Ax)^\dagger(Ax)$ are all real and nonnegative. Therefore $0\le q\le p$.

**Determinant.** Because $(1+A)x=u$,

$$1+A+uu^\dagger=(1+A)(1+xu^\dagger).$$

To evaluate the second determinant, consider the block matrix

$$\begin{pmatrix}1&-x\\u^\dagger&1\end{pmatrix}.$$

Eliminating with the lower right entry gives its determinant as $\det(1+xu^\dagger)$. Eliminating with the upper left block gives $1+u^\dagger x=1+q$. The two are equal, so

$$\det(1+A+uu^\dagger)=D(1+q).$$

**Change of the integrand.** The trace grows by $\operatorname{tr}(uu^\dagger)=\sum_G|u_G|^2=p$. Both $D$ and $1+q$ are positive, so the logarithm splits:

$$F(A+uu^\dagger)-F(A)=\log D+\log(1+q)-\operatorname{tr}A-p-\log D+\operatorname{tr}A=\log(1+q)-p.$$

**Sign and equality.** For $q\ge0$ we have $\log(1+q)\le q$, with equality only at $q=0$. Hence the change is at most $q-p\le0$. If it is zero, then $\log(1+q)=p\ge q$, which forces $q=0$. Then $p=\log1=0$, so $\sum_G|u_G|^2=0$ and $u=0$. Conversely, $u=0$ changes nothing.

**Many transitions.** For every vector $z$, $z^\dagger A_Nz=\sum_{k<N}|u_k^\dagger z|^2\ge0$, so $A_N$ is positive semidefinite. Since $A_{N+1}=A_N+u_Nu_N^\dagger$, the one-step result applies at each $N$.

## Updating the integrand in a calculation

Suppose that $1+A$ has been factorised at one frequency point and a further transition is to be added. One solves $(1+A)x=u$, forms $q=u^\dagger x$ and $p=u^\dagger u$, and adds $\log(1+q)-p$ to the stored value of $F$. The factorisation is then updated to that of $1+A+uu^\dagger$ before the next transition is treated. When a whole band is added, this is repeated for each occupied state. Alternatively, all the new terms are accumulated in $A$ first and $F$ is evaluated once from the eigenvalues $\lambda_i$ of $A$, as $\sum_i[\log(1+\lambda_i)-\lambda_i]$. In a frequency quadrature with positive weights, the lowering at each point carries over to the sum.

## Contributions of transitions are not additive in general

A plausible error is to use the bare weight in both places and give each transition the contribution $\log(1+p)-p$, as if it were alone. Take a single basis function and two transitions with $u=1$. The first changes $F$ by $\log2-1\approx-0.307$. For the second, $A=1$ and $q=1/2$, so the change is $\log\tfrac32-1\approx-0.595$. The total is $\log3-2\approx-0.901$, whereas two independent contributions would give $\log4-2\approx-0.614$. Here the first transition reduces the logarithm of the second, while the trace term of the second stays at full size. If $u$ is orthogonal to all the earlier vectors, then $q=p$ and there is no such reduction.

## The Lean file

```lean
import Mathlib

open Matrix
open scoped ComplexOrder

namespace RPAEmptyBands

noncomputable section

variable {n : Type*} [Fintype n] [DecidableEq n]

/-- The RPA correlation integrand `log det (1 + A) - tr A` at one imaginary frequency, for a
positive semidefinite matrix `A` (the Coulomb-symmetrized response with its sign reversed). -/
def rpaIntegrand (A : Matrix n n ℂ) : ℝ :=
  Real.log (1 + A).det.re - A.trace.re

/-- The response matrix `A + u u†` after one transition with scaled pair density `u` is added. -/
def addTransition (A : Matrix n n ℂ) (u : n → ℂ) : Matrix n n ℂ :=
  A + vecMulVec u (star u)

/-- The response matrix built from the first `N` transitions, the sum of `u_k u_k†` over
`k < N`. -/
def bandSum (u : ℕ → n → ℂ) (N : ℕ) : Matrix n n ℂ :=
  ∑ k ∈ Finset.range N, vecMulVec (u k) (star (u k))

omit [Fintype n] in
/-- For positive semidefinite `A` the matrix `1 + A` is positive definite. -/
theorem one_add_posDef {A : Matrix n n ℂ} (hA : A.PosSemidef) : (1 + A).PosDef :=
  Matrix.PosDef.one.add_posSemidef hA

/-- For positive semidefinite `A`, the screened weight `u† (1 + A)⁻¹ u` of a pair density is real,
nonnegative and at most the bare weight `u† u`. -/
theorem screened_weight_bounds {A : Matrix n n ℂ} (hA : A.PosSemidef) (u : n → ℂ) :
    0 ≤ star u ⬝ᵥ ((1 + A)⁻¹ *ᵥ u) ∧ star u ⬝ᵥ ((1 + A)⁻¹ *ᵥ u) ≤ star u ⬝ᵥ u := by
  have hdet : IsUnit (1 + A).det := isUnit_iff_ne_zero.mpr (one_add_posDef hA).det_pos.ne'
  obtain ⟨x, hx⟩ : ∃ x, x = (1 + A)⁻¹ *ᵥ u := ⟨_, rfl⟩
  -- the screened vector `x` solves `x + A x = u`
  have h : (1 + A) *ᵥ x = u := by
    rw [hx, Matrix.mulVec_mulVec, Matrix.mul_nonsing_inv _ hdet, Matrix.one_mulVec]
  rw [Matrix.add_mulVec, Matrix.one_mulVec] at h
  rw [← hx]
  have hsym : star (A *ᵥ x) ⬝ᵥ x = star x ⬝ᵥ (A *ᵥ x) := by
    rw [Matrix.star_mulVec, hA.isHermitian.eq, Matrix.dotProduct_mulVec]
  have h1 : 0 ≤ star x ⬝ᵥ (A *ᵥ x) := hA.dotProduct_mulVec_nonneg x
  have h2 : 0 ≤ star x ⬝ᵥ x := dotProduct_star_self_nonneg x
  have h3 : 0 ≤ star (A *ᵥ x) ⬝ᵥ (A *ᵥ x) := dotProduct_star_self_nonneg _
  have e1 : star u ⬝ᵥ x = star x ⬝ᵥ x + star x ⬝ᵥ (A *ᵥ x) := by
    rw [← h, star_add, add_dotProduct, hsym]
  have e2 : star u ⬝ᵥ u = star u ⬝ᵥ x
      + (star x ⬝ᵥ (A *ᵥ x) + star (A *ᵥ x) ⬝ᵥ (A *ᵥ x)) := by
    rw [← h, dotProduct_add, star_add, add_dotProduct, add_dotProduct]
  constructor
  · rw [e1]
    exact add_nonneg h2 h1
  · rw [e2]
    exact le_add_of_nonneg_right (add_nonneg h1 h3)

/-- For positive semidefinite `A`, adding a transition multiplies the determinant of `1 + A` by
`1 + u† (1 + A)⁻¹ u`. -/
theorem det_addTransition {A : Matrix n n ℂ} (hA : A.PosSemidef) (u : n → ℂ) :
    (1 + addTransition A u).det
      = (1 + A).det * (1 + star u ⬝ᵥ ((1 + A)⁻¹ *ᵥ u)) := by
  have hdet : IsUnit (1 + A).det := isUnit_iff_ne_zero.mpr (one_add_posDef hA).det_pos.ne'
  obtain ⟨x, hx⟩ : ∃ x, x = (1 + A)⁻¹ *ᵥ u := ⟨_, rfl⟩
  have h : (1 + A) *ᵥ x = u := by
    rw [hx, Matrix.mulVec_mulVec, Matrix.mul_nonsing_inv _ hdet, Matrix.one_mulVec]
  rw [← hx]
  have key : ∀ (M : Matrix n n ℂ) (y w : n → ℂ),
      M * vecMulVec y w = vecMulVec (M *ᵥ y) w := by
    intro M y w
    ext i j
    simp only [Matrix.mul_apply, vecMulVec_apply, mulVec, dotProduct, Finset.sum_mul, mul_assoc]
  -- write the rank-one term as a column times a row
  let U : Matrix n (Fin 1) ℂ := Matrix.of fun i _ => x i
  let V : Matrix (Fin 1) n ℂ := Matrix.of fun _ j => star (u j)
  have hUV : U * V = vecMulVec x (star u) := by
    ext i j
    simp [U, V, Matrix.mul_apply, vecMulVec_apply]
  have hf : 1 + addTransition A u = (1 + A) * (1 + U * V) := by
    rw [hUV, mul_add, mul_one, key, h, addTransition, add_assoc]
  -- exchanging the factors leaves a one-by-one determinant
  have hone : (1 + V * U).det = 1 + star u ⬝ᵥ x := by
    simp [U, V, Matrix.mul_apply, dotProduct]
  rw [hf, Matrix.det_mul, Matrix.det_one_add_mul_comm, hone]

/-- For positive semidefinite `A`, one added transition changes the RPA integrand by exactly
`log (1 + u† (1 + A)⁻¹ u) - u† u`. -/
theorem rpaIntegrand_change {A : Matrix n n ℂ} (hA : A.PosSemidef) (u : n → ℂ) :
    rpaIntegrand (addTransition A u) - rpaIntegrand A
      = Real.log (1 + (star u ⬝ᵥ ((1 + A)⁻¹ *ᵥ u)).re) - (star u ⬝ᵥ u).re := by
  have hd := Complex.lt_def.mp (one_add_posDef hA).det_pos
  have hre : 0 < (1 + A).det.re := hd.1
  have him : (1 + A).det.im = 0 := hd.2.symm
  have hq : 0 ≤ (star u ⬝ᵥ ((1 + A)⁻¹ *ᵥ u)).re :=
    (Complex.le_def.mp (screened_weight_bounds hA u).1).1
  have htr : (vecMulVec u (star u)).trace = star u ⬝ᵥ u := by
    simp only [Matrix.trace, Matrix.diag_apply, vecMulVec_apply, dotProduct]
    exact Finset.sum_congr rfl fun i _ => mul_comm _ _
  have htrace : (addTransition A u).trace.re = A.trace.re + (star u ⬝ᵥ u).re := by
    rw [addTransition, Matrix.trace_add, htr, Complex.add_re]
  unfold rpaIntegrand
  rw [htrace, det_addTransition hA, Complex.mul_re, him, zero_mul, sub_zero, Complex.add_re,
    Complex.one_re, Real.log_mul hre.ne' (by linarith)]
  ring

/-- For positive semidefinite `A`, adding a transition never raises the RPA integrand, and leaves it
unchanged exactly when the scaled pair density `u` vanishes. -/
theorem rpaIntegrand_addTransition_le {A : Matrix n n ℂ} (hA : A.PosSemidef) (u : n → ℂ) :
    rpaIntegrand (addTransition A u) ≤ rpaIntegrand A ∧
      (rpaIntegrand (addTransition A u) = rpaIntegrand A ↔ u = 0) := by
  have hc := rpaIntegrand_change hA u
  obtain ⟨hb0, hb1⟩ := screened_weight_bounds hA u
  have hq0 : 0 ≤ (star u ⬝ᵥ ((1 + A)⁻¹ *ᵥ u)).re := (Complex.le_def.mp hb0).1
  have hqp := (Complex.le_def.mp hb1).1
  generalize (star u ⬝ᵥ ((1 + A)⁻¹ *ᵥ u)).re = q at hc hq0 hqp
  have hlog := Real.log_le_sub_one_of_pos (show 0 < 1 + q by linarith)
  refine ⟨by linarith, fun heq => ?_, fun hu => ?_⟩
  · -- equality forces the screened weight, and then the bare weight, to vanish
    have hq : q = 0 := by
      by_contra hne
      have hlt := Real.log_lt_sub_one_of_pos (show 0 < 1 + q by linarith)
        (fun h => hne (by linarith))
      linarith
    rw [hq, add_zero, Real.log_one] at hc
    have hp : (star u ⬝ᵥ u).re = 0 := by linarith
    have hi : (star u ⬝ᵥ u).im = 0 :=
      (Complex.le_def.mp (dotProduct_star_self_nonneg u)).2.symm
    exact dotProduct_star_self_eq_zero.mp (Complex.ext hp hi)
  · have hz : addTransition A u = A := by
      ext i j
      simp [addTransition, hu]
    rw [hz]

omit [DecidableEq n] in
/-- The response matrix built from any number of transitions is positive semidefinite. -/
theorem bandSum_posSemidef (u : ℕ → n → ℂ) (N : ℕ) : (bandSum u N).PosSemidef := by
  induction N with
  | zero =>
    rw [bandSum, Finset.sum_range_zero]
    exact Matrix.PosSemidef.zero
  | succ N ih =>
    rw [bandSum, Finset.sum_range_succ]
    exact ih.add (Matrix.posSemidef_vecMulVec_self_star (u N))

/-- The RPA integrand never increases with the number of transitions kept in the band sum, and it
strictly decreases at every step if all pair densities are nonzero. -/
theorem rpaIntegrand_bandSum_antitone (u : ℕ → n → ℂ) :
    Antitone (fun N => rpaIntegrand (bandSum u N)) ∧
      ((∀ k, u k ≠ 0) → StrictAnti (fun N => rpaIntegrand (bandSum u N))) := by
  have hs : ∀ N, bandSum u (N + 1) = addTransition (bandSum u N) (u N) := fun N => by
    rw [bandSum, Finset.sum_range_succ, addTransition, bandSum]
  have step := fun N => rpaIntegrand_addTransition_le (bandSum_posSemidef u N) (u N)
  refine ⟨antitone_nat_of_succ_le fun N => ?_, fun hu => strictAnti_nat_of_succ_lt fun N => ?_⟩
  · rw [hs]
    exact (step N).1
  · rw [hs]
    exact lt_of_le_of_ne (step N).1 fun h => hu N ((step N).2.mp h)

end

end RPAEmptyBands
```

```lean
#print axioms RPAEmptyBands.rpaIntegrand_addTransition_le
-- 'RPAEmptyBands.rpaIntegrand_addTransition_le' depends on axioms: [propext, Classical.choice, Quot.sound]
#print axioms RPAEmptyBands.rpaIntegrand_bandSum_antitone
-- 'RPAEmptyBands.rpaIntegrand_bandSum_antitone' depends on axioms: [propext, Classical.choice, Quot.sound]
```

## From the screened vector to the band sum

`one_add_posDef` adds the positive definite identity to the positive semidefinite $A$. Its positive determinant supplies `hdet`, the invertibility used in the next two lemmas.

`screened_weight_bounds` proves $0\le q\le p$ as inequalities between complex numbers, so it also establishes that $q$ is real. The vector $x$ is introduced by `obtain`, and `h` becomes the equation $x+Ax=u$. The step `hsym` moves $A$ across the scalar product by hermiticity. The equations `e1` and `e2` are the two expansions of $q$ and $p$ above, and `h1`, `h2` and `h3` are the three nonnegative terms.

`det_addTransition` carries out the factorisation. The auxiliary statement `key` says that multiplying a rank-one matrix from the left acts on its column vector, which turns $(1+A)xu^\dagger$ into $uu^\dagger$. The column `U` and the row `V` write $xu^\dagger$ as a matrix product. `Matrix.det_one_add_mul_comm` then exchanges the factors, in place of the block elimination, and `hone` evaluates the remaining one-by-one determinant.

`rpaIntegrand_change` passes to real parts. The real part of a product normally contains a product of imaginary parts, but `him` states that the determinant of $1+A$ has none, so that term vanishes. `htrace` records the increase of the trace by $p$, and `Real.log_mul` splits the logarithm, given that both factors are nonzero.

In `rpaIntegrand_addTransition_le`, `generalize` replaces the real part of the screened weight by a plain real variable `q`. What remains is an inequality in real numbers, which `linarith` closes with `Real.log_le_sub_one_of_pos` applied to $1+q$. For the equality case, the strict version `Real.log_lt_sub_one_of_pos` excludes $q\ne0$. The bare weight then vanishes, and `dotProduct_star_self_eq_zero` gives $u=0$.

`bandSum_posSemidef` is an induction on $N$: the empty sum is the zero matrix, and each step adds a positive semidefinite rank-one term. This differs slightly from the direct sum of squares used above. Finally, `rpaIntegrand_bandSum_antitone` identifies each step of the band sum with `addTransition` through `hs`. The lemmas `antitone_nat_of_succ_le` and `strictAnti_nat_of_succ_lt` extend the comparison of neighbouring $N$ to all pairs. For strict decrease, equality at step $N$ would force $u_N=0$, contrary to the assumption.
